# Number states of two bosonic modes have zero mean $J_x$ and second moment $(2mn+m+n)/4$

To estimate the best phase resolution of a lossless two-mode interferometer fed with a pure state, I take the variance of the generator, multiply it by four to get the quantum Fisher information $F$, and quote $1/\sqrt{\nu F}$ as the lower bound on the standard error of an unbiased phase estimate from $\nu$ independent runs. For an input with exactly $m$ quanta in one mode and $n$ in the other, and with the generator $J_x=(a_1^\dagger a_2+a_2^\dagger a_1)/2$, the number I put in is
$$\operatorname{Var}J_x=\frac{2mn+m+n}{4}.$$
With $m=n$ this grows quadratically in the number of quanta, while with one empty port it grows only linearly. Can the variance formula be made rigorous from the commutation relations alone, without expanding in a basis, and be checked by machine? I would also like to know whether it depends on which transverse component generates the phase.

## Two transfers that lead to orthogonal states

Yes, and every transverse component gives the same value. Write $b_i$ for the creator $a_i^\dagger$, and let $N_i=b_ia_i$. Let $v$ be a unit vector with $N_1v=mv$ and $N_2v=nv$. For a phase factor $u$ with $|u|=1$, set
$$J_u=\tfrac12\left(u\,b_1a_2+\bar u\,b_2a_1\right),$$
so that $u=1$ gives $J_x$ and $u=-i$ gives $J_y$. Applied to $v$, this operator produces two vectors, $w_+=b_1a_2v$ and $w_-=b_2a_1v$. Each is $v$ with one quantum moved from one mode to the other.

**Orthogonality.** The operator $N_1$ is symmetric, because $\langle b_1a_1x,y\rangle=\langle a_1x,a_1y\rangle=\langle x,b_1a_1y\rangle$. If $N_1x=px$ and $N_1y=qy$ with $p,q$ real, then $p\langle x,y\rangle=q\langle x,y\rangle$, and so $\langle x,y\rangle=0$ whenever $p\neq q$.

**Occupations after the transfer.** From $a_1b_1=b_1a_1+1$ and the commutation of operators that belong to different modes,
$$N_1w_+=b_1(b_1a_1+1)a_2v=b_1a_2(b_1a_1v)+b_1a_2v=(m+1)w_+ .$$
For the reverse transfer, use $b_1a_1=a_1b_1-1$:
$$N_1w_-=b_1a_1b_2a_1v=b_2(b_1a_1)a_1v=b_2a_1(b_1a_1v)-b_2a_1v=(m-1)w_- .$$
The vectors $v$, $w_+$ and $w_-$ therefore belong to the eigenvalues $m$, $m+1$ and $m-1$ of $N_1$, and are mutually orthogonal. If $m=0$, then $w_-$ is the zero vector and the statement still holds.

**Zero mean.** Since $v$ is orthogonal to both transfers,
$$\langle v,J_uv\rangle=\tfrac12\left(u\langle v,w_+\rangle+\bar u\langle v,w_-\rangle\right)=0 .$$

**Transfer norms.** Moving $b_1$ to the other side of the inner product gives
$$\|w_+\|^2=\langle a_2v,a_1b_1a_2v\rangle=\langle a_2v,a_2b_1a_1v\rangle+\langle a_2v,a_2v\rangle=(m+1)\|a_2v\|^2 .$$
Here $\|a_2v\|^2=\langle b_2a_2v,v\rangle=n$, so $\|w_+\|^2=(m+1)n$. Exchanging the mode labels gives $\|w_-\|^2=(n+1)m$.

**Sum.** The cross term in $\|uw_++\bar uw_-\|^2$ is proportional to the real part of $\bar u^2\langle w_+,w_-\rangle$, which vanishes. Hence
$$\|J_uv\|^2=\frac{(m+1)n+(n+1)m}{4}=\frac{2mn+m+n}{4}.$$
Because $J_u$ is symmetric, $\|J_uv\|^2=\langle v,J_u^2v\rangle$, and because the mean is zero, this second moment is the variance. The phase $u$ has dropped out.

For fixed total occupation, the identity
$$\frac{(m+n)(m+n+2)}{8}-\frac{2mn+m+n}{4}=\frac{(m-n)^2}{8}$$
shows that no number state exceeds the first term, and that equality means $m=n$. An odd total admits no equal split into whole quanta, so there the bound is not reached.

Here is the complete Lean file.

```lean
import Mathlib

open scoped InnerProductSpace ComplexConjugate

namespace TwinFockSensitivity

noncomputable section

/-- Two independent bosonic modes on a complex inner product space: annihilators `a₁`, `a₂`
and their adjoint creators `b₁`, `b₂`, with the canonical commutation relations. -/
structure TwoModes (V : Type*) [NormedAddCommGroup V] [InnerProductSpace ℂ V] where
  a₁ : V →ₗ[ℂ] V
  a₂ : V →ₗ[ℂ] V
  b₁ : V →ₗ[ℂ] V
  b₂ : V →ₗ[ℂ] V
  adj₁ : ∀ x y, ⟪b₁ x, y⟫_ℂ = ⟪x, a₁ y⟫_ℂ
  adj₂ : ∀ x y, ⟪b₂ x, y⟫_ℂ = ⟪x, a₂ y⟫_ℂ
  ccr₁ : ∀ x, a₁ (b₁ x) = b₁ (a₁ x) + x
  ccr₂ : ∀ x, a₂ (b₂ x) = b₂ (a₂ x) + x
  comm_aa : ∀ x, a₁ (a₂ x) = a₂ (a₁ x)
  comm_bb : ∀ x, b₁ (b₂ x) = b₂ (b₁ x)
  comm_ab : ∀ x, a₁ (b₂ x) = b₂ (a₁ x)
  comm_ba : ∀ x, a₂ (b₁ x) = b₁ (a₂ x)

-- Remark: the standard instance is the space of finite combinations of two-mode number
-- states; its construction is left out here.

namespace TwoModes

variable {V : Type*} [NormedAddCommGroup V] [InnerProductSpace ℂ V] (M : TwoModes V)

/-- The number operator of the first mode. -/
def N₁ : V →ₗ[ℂ] V := M.b₁ ∘ₗ M.a₁

/-- The number operator of the second mode. -/
def N₂ : V →ₗ[ℂ] V := M.b₂ ∘ₗ M.a₂

/-- The Schwinger spin component `Jx = (b₁ a₂ + b₂ a₁) / 2`. -/
def Jx : V →ₗ[ℂ] V := (1 / 2 : ℂ) • (M.b₁ ∘ₗ M.a₂ + M.b₂ ∘ₗ M.a₁)

/-- The transverse spin component `(u b₁ a₂ + conj u b₂ a₁) / 2` with phase factor `u`. -/
def transverse (u : ℂ) : V →ₗ[ℂ] V :=
  (1 / 2 : ℂ) • (u • (M.b₁ ∘ₗ M.a₂) + conj u • (M.b₂ ∘ₗ M.a₁))

/-- The same pair of modes with the labels 1 and 2 exchanged. -/
def swap : TwoModes V where
  a₁ := M.a₂
  a₂ := M.a₁
  b₁ := M.b₂
  b₂ := M.b₁
  adj₁ := M.adj₂
  adj₂ := M.adj₁
  ccr₁ := M.ccr₂
  ccr₂ := M.ccr₁
  comm_aa := fun x => (M.comm_aa x).symm
  comm_bb := fun x => (M.comm_bb x).symm
  comm_ab := M.comm_ba
  comm_ba := M.comm_ab

variable {M} {v : V} {m n : ℝ}

/-- States with different occupations of the first mode are orthogonal. -/
theorem inner_eq_zero_of_ne {x y : V} {p q : ℝ} (hx : M.N₁ x = (p : ℂ) • x)
    (hy : M.N₁ y = (q : ℂ) • y) (hpq : p ≠ q) : ⟪x, y⟫_ℂ = 0 := by
  -- the number operator is symmetric
  have s : ⟪M.N₁ x, y⟫_ℂ = ⟪x, M.N₁ y⟫_ℂ := by
    change ⟪M.b₁ (M.a₁ x), y⟫_ℂ = ⟪x, M.b₁ (M.a₁ y)⟫_ℂ
    rw [M.adj₁, ← inner_conj_symm x, M.adj₁, inner_conj_symm]
  rw [hx, hy, inner_smul_left, inner_smul_right, Complex.conj_ofReal] at s
  have h0 : ((p : ℂ) - q) * ⟪x, y⟫_ℂ = 0 := by linear_combination s
  rcases mul_eq_zero.mp h0 with h | h
  · exact absurd (Complex.ofReal_injective (sub_eq_zero.mp h)) hpq
  · exact h

/-- Moving a quantum from mode 2 to mode 1 raises the occupation of mode 1 by one. -/
theorem N₁_transfer_in (h : M.N₁ v = (m : ℂ) • v) :
    M.N₁ (M.b₁ (M.a₂ v)) = ((m + 1 : ℝ) : ℂ) • M.b₁ (M.a₂ v) := by
  have h' : M.b₁ (M.a₁ v) = (m : ℂ) • v := h
  change M.b₁ (M.a₁ (M.b₁ (M.a₂ v))) = _
  rw [M.ccr₁, map_add, M.comm_aa, ← M.comm_ba (M.a₁ v), h', map_smul, map_smul,
    Complex.ofReal_add, Complex.ofReal_one, add_smul, one_smul]

/-- Moving a quantum from mode 1 to mode 2 lowers the occupation of mode 1 by one. -/
theorem N₁_transfer_out (h : M.N₁ v = (m : ℂ) • v) :
    M.N₁ (M.b₂ (M.a₁ v)) = ((m - 1 : ℝ) : ℂ) • M.b₂ (M.a₁ v) := by
  have h' : M.b₁ (M.a₁ v) = (m : ℂ) • v := h
  have k : M.b₁ (M.a₁ (M.a₁ v)) = M.a₁ (M.b₁ (M.a₁ v)) - M.a₁ v := by
    rw [M.ccr₁ (M.a₁ v)]
    abel
  change M.b₁ (M.a₁ (M.b₂ (M.a₁ v))) = _
  rw [M.comm_ab, M.comm_bb, k, h', map_sub, map_smul, map_smul,
    Complex.ofReal_sub, Complex.ofReal_one, sub_smul, one_smul]

/-- The squared norm of a vector as its inner product with itself. -/
theorem inner_self_ofReal (x : V) : ⟪x, x⟫_ℂ = ((‖x‖ ^ 2 : ℝ) : ℂ) :=
  (inner_self_eq_norm_sq_to_K (𝕜 := ℂ) x).trans (Complex.ofReal_pow _ _).symm

/-- In a unit state with occupations `m` and `n`, the transfer of one quantum from mode 2 to
mode 1 has squared amplitude `(m + 1) n`. -/
theorem norm_sq_transfer (h₁ : M.N₁ v = (m : ℂ) • v) (h₂ : M.N₂ v = (n : ℂ) • v)
    (hv : ‖v‖ = 1) : ‖M.b₁ (M.a₂ v)‖ ^ 2 = (m + 1) * n := by
  have h₁' : M.b₁ (M.a₁ v) = (m : ℂ) • v := h₁
  have h₂' : M.b₂ (M.a₂ v) = (n : ℂ) • v := h₂
  have key : ⟪M.b₁ (M.a₂ v), M.b₁ (M.a₂ v)⟫_ℂ = (((m + 1) * n : ℝ) : ℂ) := by
    rw [M.adj₁, M.ccr₁, inner_add_right, M.comm_aa, ← M.comm_ba (M.a₁ v), h₁', map_smul,
      inner_smul_right, ← M.adj₂, h₂', inner_smul_left, Complex.conj_ofReal,
      inner_self_ofReal, hv]
    push_cast
    ring
  rw [inner_self_ofReal] at key
  exact Complex.ofReal_injective key

/-- In a unit state with occupations `m` and `n`, every transverse spin component has mean zero
and second moment `(2mn + m + n) / 4`. -/
theorem transverse_moments (h₁ : M.N₁ v = (m : ℂ) • v) (h₂ : M.N₂ v = (n : ℂ) • v)
    (hv : ‖v‖ = 1) {u : ℂ} (hu : ‖u‖ = 1) :
    ⟪v, M.transverse u v⟫_ℂ = 0 ∧
      ‖M.transverse u v‖ ^ 2 = (2 * m * n + m + n) / 4 := by
  have hJ : M.transverse u v =
      (1 / 2 : ℂ) • (u • M.b₁ (M.a₂ v) + conj u • M.b₂ (M.a₁ v)) := rfl
  -- the state and its two transfers have occupations m, m + 1 and m - 1 of mode 1
  have o₁ := inner_eq_zero_of_ne h₁ (N₁_transfer_in h₁) (by linarith : m < m + 1).ne
  have o₂ := inner_eq_zero_of_ne h₁ (N₁_transfer_out h₁) (by linarith : m - 1 < m).ne'
  have o₃ := inner_eq_zero_of_ne (N₁_transfer_in h₁) (N₁_transfer_out h₁)
    (by linarith : m - 1 < m + 1).ne'
  have A := norm_sq_transfer h₁ h₂ hv
  have B : ‖M.b₂ (M.a₁ v)‖ ^ 2 = (n + 1) * m := norm_sq_transfer (M := M.swap) h₂ h₁ hv
  have half : ‖(1 / 2 : ℂ)‖ = 1 / 2 := by norm_num
  constructor
  · rw [hJ, inner_smul_right, inner_add_right, inner_smul_right, inner_smul_right, o₁, o₂]
    ring
  · -- the interference term vanishes, so the two squared amplitudes add
    rw [hJ, norm_smul, mul_pow, half, norm_add_sq (𝕜 := ℂ), inner_smul_left,
      inner_smul_right, o₃, norm_smul, norm_smul, RCLike.norm_conj, hu, one_mul, one_mul,
      A, B, mul_zero, mul_zero, map_zero]
    ring

/-- In a unit state with occupations `m` and `n`, the component `Jx` has mean zero and second
moment `(2mn + m + n) / 4`. -/
theorem Jx_moments (h₁ : M.N₁ v = (m : ℂ) • v) (h₂ : M.N₂ v = (n : ℂ) • v)
    (hv : ‖v‖ = 1) :
    ⟪v, M.Jx v⟫_ℂ = 0 ∧ ‖M.Jx v‖ ^ 2 = (2 * m * n + m + n) / 4 := by
  have e : M.Jx = M.transverse 1 := by simp [Jx, transverse]
  rw [e]
  exact transverse_moments h₁ h₂ hv norm_one

/-- For a twin Fock state, with occupation `n` in both modes, the second moment of `Jx` is
`n (n + 1) / 2`. -/
theorem Jx_twin (h₁ : M.N₁ v = (n : ℂ) • v) (h₂ : M.N₂ v = (n : ℂ) • v)
    (hv : ‖v‖ = 1) : ‖M.Jx v‖ ^ 2 = n * (n + 1) / 2 := by
  rw [(Jx_moments h₁ h₂ hv).2]
  ring

/-- With occupation `m` in mode 1 and mode 2 empty, the second moment of `Jx` is `m / 4`. -/
theorem Jx_single_port (h₁ : M.N₁ v = (m : ℂ) • v) (h₂ : M.a₂ v = 0)
    (hv : ‖v‖ = 1) : ‖M.Jx v‖ ^ 2 = m / 4 := by
  have h₂' : M.N₂ v = ((0 : ℝ) : ℂ) • v := by simp [N₂, h₂]
  rw [(Jx_moments h₁ h₂' hv).2]
  ring

/-- Among two-mode number states, the second moment of `Jx` is bounded by a function of the
total occupation `m + n`, and the bound is attained exactly at equal occupations. -/
theorem Jx_le_twin (h₁ : M.N₁ v = (m : ℂ) • v) (h₂ : M.N₂ v = (n : ℂ) • v)
    (hv : ‖v‖ = 1) :
    ‖M.Jx v‖ ^ 2 ≤ (m + n) * (m + n + 2) / 8 ∧
      (‖M.Jx v‖ ^ 2 = (m + n) * (m + n + 2) / 8 ↔ m = n) := by
  rw [(Jx_moments h₁ h₂ hv).2]
  refine ⟨by nlinarith [sq_nonneg (m - n)], fun h => ?_, fun h => ?_⟩
  · -- the deficit is (m - n)² / 8
    have d : (m - n) ^ 2 = 0 := by linear_combination -8 * h
    exact sub_eq_zero.mp (pow_eq_zero_iff (two_ne_zero)|>.mp d)
  · rw [h]
    ring

end TwoModes

end

end TwinFockSensitivity
```

```lean
#print axioms TwinFockSensitivity.TwoModes.Jx_moments
-- 'TwinFockSensitivity.TwoModes.Jx_moments' depends on axioms: [propext, Classical.choice, Quot.sound]
#print axioms TwinFockSensitivity.TwoModes.Jx_twin
-- 'TwinFockSensitivity.TwoModes.Jx_twin' depends on axioms: [propext, Classical.choice, Quot.sound]
#print axioms TwinFockSensitivity.TwoModes.Jx_single_port
-- 'TwinFockSensitivity.TwoModes.Jx_single_port' depends on axioms: [propext, Classical.choice, Quot.sound]
#print axioms TwinFockSensitivity.TwoModes.Jx_le_twin
-- 'TwinFockSensitivity.TwoModes.Jx_le_twin' depends on axioms: [propext, Classical.choice, Quot.sound]
```

## Modes, occupations and moments as Lean objects

The state space `V` is a complex inner product space. A term `M : TwoModes V` consists of four linear maps on it, together with the relations they obey. The fields `adj₁` and `adj₂` say that `b₁` and `b₂` are adjoint to `a₁` and `a₂`. The fields `ccr₁` and `ccr₂` are the canonical commutation relations, written as actions on a vector, and they stand for the bosonic character of the modes. The four `comm` fields say that the modes are independent. The inner product is conjugate-linear in its first argument, as in Dirac notation.

Completeness of `V` is not assumed, which suits the physics: creators and annihilators are unbounded and are not defined on all of the Fock space. The intended `V` is the space of finite combinations of two-mode number states, on which all four maps are defined everywhere. The file describes this space in a comment and does not construct it.

The hypotheses `h₁ : M.N₁ v = (m : ℂ) • v` and `h₂ : M.N₂ v = (n : ℂ) • v` say that both occupations are sharp, and `hv : ‖v‖ = 1` normalises the state. The numbers `m` and `n` are declared real, and the argument never needs them to be whole.

The conclusions are these:

- `transverse_moments` gives the zero mean and the second moment for every `u` with `‖u‖ = 1`.
- `Jx_moments` is the case $u=1$, the formula in your question.
- `Jx_twin` sets both occupations to $n$ and obtains $n(n+1)/2$.
- `Jx_single_port` assumes `M.a₂ v = 0`, an empty second mode, and obtains $m/4$.
- `Jx_le_twin` gives the bound at fixed total occupation, with equality exactly when `m = n`.

The theorems concern moments of the generator; the step from the variance to a phase error, through the Fisher information, is a separate argument that the file does not formalise. For ideal, lossless two-mode interferometry with pure number-state inputs, that step turns the twin state with total $N=2n$ into $F=N(N+2)/2$, compared with $F=N$ when all $N$ quanta enter one port. The comparison in `Jx_le_twin` is among number states only and does not rank superpositions of them.

## From the commutation relations to the variance in Lean

`inner_eq_zero_of_ne` is the orthogonality argument. Its inner statement `s` is the symmetry of $N_1$, obtained by using `adj₁` twice, with a complex conjugation to reach the second slot of the inner product. Substituting the two eigenvalue equations turns `s` into $(p-q)\langle x,y\rangle=0$, and a product that vanishes has a vanishing factor.

`N₁_transfer_in` and `N₁_transfer_out` are the two occupation calculations. The sequence of rewrites follows the operator reordering above: `ccr₁` exchanges $a_1$ and $b_1$, the `comm` fields move operators of the other mode out of the way, and `h'` replaces $b_1a_1v$ by $mv$. In the second lemma, the auxiliary equation `k` is the relation $b_1a_1=a_1b_1-1$ applied to $a_1v$.

`norm_sq_transfer` computes $\langle w_+,w_+\rangle$ in the same order as the derivation. It moves $b_1$ across with `adj₁`, reorders with `ccr₁`, extracts $m$, and then uses `adj₂` backwards to turn $\langle a_2v,a_2v\rangle$ into $\langle b_2a_2v,v\rangle$. The lemma `inner_self_ofReal` converts between this complex inner product and the real squared norm.

The norm of the reverse transfer needs no second calculation. The definition `swap` exchanges the mode labels and shows that the result is again a `TwoModes`, so `norm_sq_transfer` applied to `M.swap` gives $(n+1)m$.

In `transverse_moments`, the facts `o₁`, `o₂` and `o₃` are the three orthogonality relations among $v$, $w_+$ and $w_-$, while `A` and `B` are the two transfer norms. The mean follows from `o₁` and `o₂` by linearity. For the second moment, `norm_add_sq` expands the squared norm of the sum, `o₃` removes the interference term, and `hu` removes the phase factors. The closing `ring` adds $(m+1)n$ and $(n+1)m$ and divides by four.

The remaining theorems specialise this result. In `Jx_le_twin`, the inequality comes from $(m-n)^2\ge0$, and the equality case from the fact that the deficit is $(m-n)^2/8$.

## The smallest inputs, and a state without sharp occupations

For the vacuum, $m=n=0$, both transfers vanish and so does the second moment: an empty interferometer carries no phase information. The smallest non-empty twin state has one quantum in each mode, and
$$J_x|1,1\rangle=\frac{1}{\sqrt2}\left(|2,0\rangle+|0,2\rangle\right),$$
whose squared norm is $1$, in agreement with $n(n+1)/2$ at $n=1$.

Sharp occupations matter. Take $v=(|1,0\rangle+|0,1\rangle)/\sqrt2$, which has a sharp total of one quantum but satisfies neither eigenvalue equation. Then $J_xv=v/2$, so the mean is $1/2$ and not zero, and the variance is zero. Putting the average occupations $m=n=1/2$ into the formula would give $3/8$, whereas the actual second moment is $1/4$. The two transfers now overlap with the state itself, which is what different values of $N_1$ prevent for a number state.

The normalisation matters in a simpler way. The vector $2|1,0\rangle$ satisfies both eigenvalue equations with $m=1$ and $n=0$, but the squared norm of its image under $J_x$ is $1$ and not $1/4$.
